# Under Kerker mixing, the longest density wave of a model insulator needs a number of steps that grows as the square of the cell length

## A long cell of an insulator

A self-consistent calculation starts from a trial density, computes an output density from it, and mixes the two. In a long metallic cell, density waves of long wavelength make this unstable unless the mixing parameter is very small, because a small long-wave error in the charge produces a large response. Kerker mixing damps the correction at small wave numbers. An insulator screens only weakly, so there the same damping holds back a correction that was harmless. How many steps does this cost as the cell gets longer?

One step of plain Kerker mixing in a plane-wave code subtracts the input density from the output density, Fourier transforms the difference, multiplies the component at wave number q by

a w(q), with w(q) = q²/(q² + k²),

and adds the result to the input. Here a > 0 is the mixing parameter and k > 0 the screening parameter of the filter.

## The error factor

Let ρ be one Fourier component of the input, ρ₀ its self-consistent value and F(ρ) the output. In linear response,

F(ρ) = ρ₀ + (1 − ε)(ρ − ρ₀).

The constant ε > 0 is postulated; it stands for the finite screening by bound electrons at long wavelengths. Then F(ρ) − ρ = −ε(ρ − ρ₀), and the error after one step is

ρ + a w(q)(F(ρ) − ρ) − ρ₀ = g(q)(ρ − ρ₀), with g(q) = 1 − aε q²/(q² + k²).

After n steps the error has been multiplied by g(q)ⁿ. For q ≠ 0 we have 0 < w(q) < 1, so g(q) < 1; if also aε ≤ 1, then g(q) > 0.

## The long-wave limit

From the formula for g,

−q² = (g − 1)(q² + k²)/(aε).

Dividing by ln g gives

−q²/ln g = [(q² + k²)/(aε)] / [ln g/(g − 1)].

As q → 0 with q ≠ 0, g tends to 1 without reaching it. The logarithm has slope 1 there, so ln g/(g − 1) → 1 and

−q²/ln g(q) → k²/(aε).

## Counting steps

Let N(L) be the least n for which |g|ⁿ ≤ tol at q = 2π/L, where L is the cell length and 0 < tol < 1. For large L, 0 < g < 1, so ln g is negative and

gⁿ ≤ tol ⇔ n ≥ x, with x = ln tol/ln g.

Hence N is x rounded up, and x ≤ N < x + 1. Since 1/L² = q²/(4π²),

x/L² = (−q²/ln g) · ln(1/tol)/(4π²).

The rounding contributes at most 1/L², which vanishes, so

N(L)/L² → k² ln(1/tol)/(4π²aε).

The limit is positive, which is the quadratic growth. For example, with k = 1, aε = 1/2 and tol = 10⁻⁶, the count is 301 at L = 20 and 1141 at L = 40, with lengths in units of 1/k.

For a metal with the Thomas-Fermi dielectric function 1 + k²/q², with the same k as in the filter, the product of dielectric function and w(q) is 1. The factor is then 1 − a at every q ≠ 0, whatever the cell length.

The growth depends on k ≠ 0. Take k = 0, a = 1/10 and ε = 5: the factor is 1/2 at every q ≠ 0, and reaching tol = 1/8 takes three steps in every cell.

## The statement in Lean

`kerkerWeight` is w, `kerkerStep` is the update for an arbitrary output function `F`, and `linearOutput` is the linear response. The density component is complex; all parameters are real. `errorFactor` is g, and `error_after_steps` derives it from the update.

`stepsNeeded` is the least natural number `n` with `|g| ^ n ≤ tol`. If there is none, Lean returns 0, which does not occur here once L is large.

The main theorem, `steps_grow_as_length_sq`, assumes that `a`, `k` and `ε` are positive and that `tol` lies strictly between 0 and 1. It needs neither ε ≥ 1 nor aε < 1. The length `L` is a real number tending to infinity. In `long_wave_limit`, `𝓝[≠] 0` means that q approaches zero from either side without being zero.

For simulation practice, the result gives the number of plain Kerker steps that the longest density wave needs in a long insulating cell, within a model where one component responds linearly, with constant ε and no coupling to other components. It does not say that shorter waves converge: if aε > 2, those with w(q) > 2/(aε) grow. A real crystal has a dielectric function that depends on q and mixes components, and production codes often combine the filter with an extrapolation over earlier steps.

## The Lean file

```lean
import Mathlib

open Filter Topology
open scoped Real

namespace KerkerInsulator

noncomputable section

/-- The Kerker filter `q² / (q² + k²)` at wave number `q` with screening parameter `k`,
for `q` and `k` not both zero. -/
def kerkerWeight (k q : ℝ) : ℝ := q ^ 2 / (q ^ 2 + k ^ 2)

/-- One Kerker mixing step for a Fourier component `ρ` of the density: the residual `F ρ - ρ`
is filtered, scaled by `a` and added. The wave number `q` and `k` are not both zero. -/
def kerkerStep (a k q : ℝ) (F : ℂ → ℂ) (ρ : ℂ) : ℂ :=
  ρ + ((a * kerkerWeight k q : ℝ) : ℂ) * (F ρ - ρ)

/-- The output density in linear response about the self-consistent value `ρ₀`,
for dielectric constant `ε`. -/
def linearOutput (ε : ℝ) (ρ₀ ρ : ℂ) : ℂ := ρ₀ + ((1 - ε : ℝ) : ℂ) * (ρ - ρ₀)

/-- The error factor `1 - a ε q² / (q² + k²)`, for `q` and `k` not both zero. -/
def errorFactor (a k ε q : ℝ) : ℝ := 1 - a * ε * kerkerWeight k q

/-- The least number of steps after which an error that is multiplied by `g` in each step
has shrunk to the fraction `tol`, for `|g| < 1` and `tol > 0`. -/
def stepsNeeded (g tol : ℝ) : ℕ := sInf {n : ℕ | |g| ^ n ≤ tol}

/-- In linear response, `n` Kerker steps multiply the density error by the `n`-th power
of the error factor. -/
theorem error_after_steps (a k ε q : ℝ) (ρ₀ ρ : ℂ) (n : ℕ) :
    (kerkerStep a k q (linearOutput ε ρ₀))^[n] ρ - ρ₀
      = (errorFactor a k ε q : ℂ) ^ n * (ρ - ρ₀) := by
  -- a single step multiplies the error by the error factor
  have h : ∀ x : ℂ, kerkerStep a k q (linearOutput ε ρ₀) x - ρ₀
      = (errorFactor a k ε q : ℂ) * (x - ρ₀) := by
    intro x
    simp only [kerkerStep, linearOutput, errorFactor]
    push_cast
    ring
  induction n with
  | zero => simp
  | succ n ih =>
    rw [Function.iterate_succ_apply', h, ih]
    ring

/-- For positive `a`, `k` and `ε`, the error factor is below one at every nonzero
wave number. -/
theorem errorFactor_lt_one {a k ε q : ℝ} (ha : 0 < a) (hk : 0 < k) (hε : 0 < ε)
    (hq : q ≠ 0) : errorFactor a k ε q < 1 := by
  have hw : 0 < kerkerWeight k q := by
    unfold kerkerWeight
    positivity
  have h : 0 < a * ε * kerkerWeight k q := by positivity
  unfold errorFactor
  linarith

/-- For `k > 0` and `a ε ≤ 1`, the error factor is positive at every wave number. -/
theorem errorFactor_pos {a k ε : ℝ} (hk : 0 < k) (h : a * ε ≤ 1) (q : ℝ) :
    0 < errorFactor a k ε q := by
  have hw0 : 0 ≤ kerkerWeight k q := by
    unfold kerkerWeight
    positivity
  have hw1 : kerkerWeight k q < 1 := by
    unfold kerkerWeight
    rw [div_lt_one (by positivity)]
    have : 0 < k ^ 2 := by positivity
    linarith
  unfold errorFactor
  nlinarith [mul_nonneg (sub_nonneg.2 h) hw0]

/-- For positive `a`, `k` and `ε`, the error factor tends to one, without being equal to one,
as the nonzero wave number tends to zero. -/
theorem errorFactor_tendsto {a k ε : ℝ} (ha : 0 < a) (hk : 0 < k) (hε : 0 < ε) :
    Tendsto (errorFactor a k ε) (𝓝[≠] 0) (𝓝[≠] 1) := by
  have hc : Continuous (errorFactor a k ε) := by
    unfold errorFactor kerkerWeight
    exact continuous_const.sub (continuous_const.mul
      ((continuous_pow 2).div (by fun_prop) (fun q => by positivity)))
  have h0 : errorFactor a k ε 0 = 1 := by simp [errorFactor, kerkerWeight]
  have ht : Tendsto (errorFactor a k ε) (𝓝 0) (𝓝 1) := by
    have := hc.tendsto 0
    rwa [h0] at this
  refine tendsto_nhdsWithin_iff.2 ⟨ht.mono_left nhdsWithin_le_nhds, ?_⟩
  filter_upwards [self_mem_nhdsWithin] with q hq
  exact (errorFactor_lt_one ha hk hε hq).ne

/-- For positive `a`, `k` and `ε`, the quantity `-q² / ln g(q)`, with `g` the error factor,
tends to `k² / (a ε)` as the nonzero wave number `q` tends to zero. -/
theorem long_wave_limit {a k ε : ℝ} (ha : 0 < a) (hk : 0 < k) (hε : 0 < ε) :
    Tendsto (fun q => -q ^ 2 / Real.log (errorFactor a k ε q)) (𝓝[≠] 0)
      (𝓝 (k ^ 2 / (a * ε))) := by
  -- the slope of the logarithm at one: `ln g / (g - 1) → 1`
  have hlog : Tendsto (fun g : ℝ => Real.log g / (g - 1)) (𝓝[≠] 1) (𝓝 1) := by
    have h := hasDerivAt_iff_tendsto_slope.1 (Real.hasDerivAt_log (one_ne_zero))
    rw [inv_one] at h
    refine h.congr fun g => ?_
    rw [slope_def_field, Real.log_one, sub_zero]
  have hs := hlog.comp (errorFactor_tendsto ha hk hε)
  have hn : Tendsto (fun q : ℝ => (q ^ 2 + k ^ 2) / (a * ε)) (𝓝[≠] 0)
      (𝓝 (k ^ 2 / (a * ε))) := by
    have hc : Continuous (fun q : ℝ => (q ^ 2 + k ^ 2) / (a * ε)) := by fun_prop
    have := hc.tendsto 0
    simp only [ne_eq, OfNat.ofNat_ne_zero, not_false_eq_true, zero_pow, zero_add] at this
    exact this.mono_left nhdsWithin_le_nhds
  have hd := hn.div hs one_ne_zero
  rw [div_one] at hd
  refine hd.congr fun q => ?_
  have hnum : (q ^ 2 + k ^ 2) / (a * ε) * (errorFactor a k ε q - 1) = -q ^ 2 := by
    have hne : q ^ 2 + k ^ 2 ≠ 0 := by positivity
    have hw : kerkerWeight k q * (q ^ 2 + k ^ 2) = q ^ 2 := div_mul_cancel₀ _ hne
    have hae : a * ε ≠ 0 := by positivity
    rw [div_mul_eq_mul_div, div_eq_iff hae]
    unfold errorFactor
    linear_combination (-(a * ε)) * hw
  simp only [Pi.div_apply, Function.comp_apply]
  rw [div_div_eq_mul_div, hnum]

/-- For an error factor `g` strictly between zero and one and a positive tolerance, the number
of steps needed is `ln tol / ln g`, rounded up to a natural number. -/
theorem stepsNeeded_eq_ceil {g tol : ℝ} (h0 : 0 < g) (h1 : g < 1) (ht : 0 < tol) :
    stepsNeeded g tol = ⌈Real.log tol / Real.log g⌉₊ := by
  have key : ∀ n : ℕ, |g| ^ n ≤ tol ↔ Real.log tol / Real.log g ≤ n := by
    intro n
    rw [abs_of_pos h0, div_le_iff_of_neg (Real.log_neg h0 h1), ← Real.log_pow,
      Real.log_le_log_iff (pow_pos h0 n) ht]
  have hl : IsLeast {n : ℕ | |g| ^ n ≤ tol} ⌈Real.log tol / Real.log g⌉₊ :=
    ⟨(key _).2 (Nat.le_ceil _), fun n hn => Nat.ceil_le.2 ((key n).1 hn)⟩
  exact hl.csInf_eq

/-- Kerker mixing in an insulator: for positive `a`, `k`, `ε` and a tolerance between zero and
one, the number of steps needed at the wave number `2π / L`, divided by `L²`, tends to
`k² ln(1/tol) / (4π² a ε)` as the cell length `L` grows. -/
theorem steps_grow_as_length_sq {a k ε tol : ℝ} (ha : 0 < a) (hk : 0 < k) (hε : 0 < ε)
    (ht0 : 0 < tol) (ht1 : tol < 1) :
    Tendsto (fun L : ℝ => (stepsNeeded (errorFactor a k ε (2 * π / L)) tol : ℝ) / L ^ 2)
      atTop (𝓝 (k ^ 2 * Real.log (1 / tol) / (4 * π ^ 2 * (a * ε)))) := by
  have hpi := Real.pi_pos
  have hq : Tendsto (fun L : ℝ => 2 * π / L) atTop (𝓝[≠] 0) := by
    refine tendsto_nhdsWithin_iff.2 ⟨tendsto_const_nhds.div_atTop tendsto_id, ?_⟩
    filter_upwards [eventually_gt_atTop 0] with L hL
    exact (show 2 * π / L ≠ 0 by positivity)
  -- the count before rounding, divided by `L²`
  have hx : Tendsto (fun L : ℝ =>
      Real.log tol / Real.log (errorFactor a k ε (2 * π / L)) / L ^ 2) atTop
      (𝓝 (k ^ 2 * Real.log (1 / tol) / (4 * π ^ 2 * (a * ε)))) := by
    have h := ((long_wave_limit ha hk hε).comp hq).mul_const (-Real.log tol / (4 * π ^ 2))
    have hv : k ^ 2 / (a * ε) * (-Real.log tol / (4 * π ^ 2))
        = k ^ 2 * Real.log (1 / tol) / (4 * π ^ 2 * (a * ε)) := by
      rw [one_div, Real.log_inv, div_mul_div_comm, mul_comm (a * ε)]
    rw [hv] at h
    refine h.congr fun L => ?_
    simp only [Function.comp_apply]
    generalize Real.log (errorFactor a k ε (2 * π / L)) = l
    have hc : (2 * π / L) ^ 2 / (4 * π ^ 2) = 1 / L ^ 2 := by
      rw [div_pow, div_right_comm, mul_pow]
      congr 1
      rw [div_eq_one_iff_eq (by positivity)]
      ring
    linear_combination (Real.log tol / l) * hc
  -- rounding up costs at most one step
  have h1 : Tendsto (fun L : ℝ => 1 / L ^ 2) atTop (𝓝 0) :=
    tendsto_const_nhds.div_atTop (tendsto_pow_atTop two_ne_zero)
  have hu := hx.add h1
  rw [add_zero] at hu
  have hg := (tendsto_nhdsWithin_iff.1 ((errorFactor_tendsto ha hk hε).comp hq)).1
  have hev : ∀ᶠ L : ℝ in atTop, 0 < errorFactor a k ε (2 * π / L) :=
    hg.eventually (lt_mem_nhds one_pos)
  refine tendsto_of_tendsto_of_tendsto_of_le_of_le' hx hu ?_ ?_
  · filter_upwards [hev, eventually_gt_atTop 0] with L hL hL0
    rw [stepsNeeded_eq_ceil hL (errorFactor_lt_one ha hk hε (by positivity)) ht0]
    gcongr
    exact Nat.le_ceil _
  · filter_upwards [hev, eventually_gt_atTop 0] with L hL hL0
    have hlt := errorFactor_lt_one ha hk hε (show 2 * π / L ≠ 0 by positivity)
    rw [stepsNeeded_eq_ceil hL hlt ht0, ← add_div]
    gcongr
    exact (Nat.ceil_lt_add_one (div_nonneg_of_nonpos (Real.log_neg ht0 ht1).le
      (Real.log_neg hL hlt).le)).le

/-- With the Thomas-Fermi dielectric function `1 + k² / q²` in place of a constant, the error
factor equals `1 - a` at every nonzero wave number. -/
theorem metal_errorFactor (a k : ℝ) {q : ℝ} (hq : q ≠ 0) :
    errorFactor a k (1 + k ^ 2 / q ^ 2) q = 1 - a := by
  have hne : q ^ 2 + k ^ 2 ≠ 0 := by positivity
  have key : (1 + k ^ 2 / q ^ 2) * (q ^ 2 / (q ^ 2 + k ^ 2)) = 1 := by
    field_simp
  unfold errorFactor kerkerWeight
  rw [mul_assoc, key, mul_one]

end

end KerkerInsulator
```

```lean
#print axioms KerkerInsulator.error_after_steps
#print axioms KerkerInsulator.errorFactor_pos
#print axioms KerkerInsulator.steps_grow_as_length_sq
#print axioms KerkerInsulator.metal_errorFactor
```

```
'KerkerInsulator.error_after_steps' depends on axioms: [propext, Classical.choice, Quot.sound]
'KerkerInsulator.errorFactor_pos' depends on axioms: [propext, Classical.choice, Quot.sound]
'KerkerInsulator.steps_grow_as_length_sq' depends on axioms: [propext, Classical.choice, Quot.sound]
'KerkerInsulator.metal_errorFactor' depends on axioms: [propext, Classical.choice, Quot.sound]
```

## From the slope of the logarithm to the squeeze

In `error_after_steps`, `ring` verifies the one-step identity and induction gives the power. `errorFactor_lt_one` and `errorFactor_pos` are the two bounds on g.

`errorFactor_tendsto` combines continuity, the value 1 at q = 0 and the strict bound g < 1. Its target `𝓝[≠] 1` records that g differs from 1, as the slope of the logarithm requires.

In `long_wave_limit`, `hlog` turns the derivative of the logarithm at 1 into the limit of ln g/(g − 1). The limit `hn` treats (q² + k²)/(aε), and `hn.div hs` forms the quotient. The identity `hnum` then identifies this quotient with −q²/ln g.

`stepsNeeded_eq_ceil` proves the equivalence gⁿ ≤ tol ⇔ n ≥ x as `key`; the inequality turns round because ln g is negative. The rounded-up value is therefore the least element of the set.

In the main theorem, `hq` says that 2π/L tends to zero through nonzero values, and `hx` is the limit of x/L². The statement `hev` supplies g > 0 for large L, which is why no bound on aε is assumed. The final squeeze places N/L² between x/L² and x/L² + 1/L².

`metal_errorFactor` is the cancellation for the Thomas-Fermi function, done by `field_simp`.
